# Particle-hole symmetry of hopping matrices and of the Bloch Hamiltonian on a finite ring

## Conventions

Take a ring of N ≥ 1 identical cells, with n orbitals per cell, where different spin states count as different orbitals. Cell separations r and momenta k are both elements of Z/N, and k stands for the wave number 2πk/N. The hopping matrix H_r is a complex 2n × 2n matrix on particle and hole components, and S is the block swap exchanging the two, so S² = 1. A bar over an index exchanges particle and hole, and conj acts entrywise. Define

φ(k,r) = exp(−2πi k r/N),  H(k) = Σ_r φ(k,r) H_r.

The phases depend on cell separations only, not on orbital positions within a cell.

## From real space to momentum space and back

The claim is that

S conj(H_r) S = −H_r for all r  ⇔  S conj(H(k)) S = −H(−k) for all k.

Since conj φ(k,r) = φ(−k,r), conjugating the Bloch sum gives

S conj(H(k)) S = Σ_r φ(−k,r) S conj(H_r) S.  (1)

If the left-hand condition holds, the right side of (1) is −H(−k).

For the converse, consider

Σ_k conj φ(k,r) φ(k,s) = Σ_k w^k,  w = exp(2πi(r−s)/N).

This is N if r = s. Otherwise w ≠ 1 and w^N = 1, so it equals (w^N − 1)/(w − 1) = 0. Hence

H_r = (1/N) Σ_k conj φ(k,r) H(k).  (2)

Now assume the momentum condition and replace k by −k. By (1), the families S conj(H_r) S and −H_r have equal Bloch sums at every k, so by (2) they are equal.

**Eigenvectors.** Assume the two equivalent conditions hold, and let H(k)v = Ev with v ≠ 0. Then S conj(v) ≠ 0, and

−H(−k) S conj(v) = S conj(H(k)) S S conj(v) = S conj(H(k)v) = conj(E) S conj(v).

The partner at −k therefore has eigenvalue −conj(E).

**Pairing.** Keep the same assumption, and let Δ(k) be the upper-right block of H(k). If also H_{−r} = H_r†, relabelling r as −r gives H(k)† = H(k), so the lower-left block is Δ(k)†. The upper-right block of the momentum condition then reads Δ(k)ᵀ = −Δ(−k). For n = 1 this makes Δ odd in k. For larger n it need not be odd: a constant antisymmetric matrix is allowed, as in s-wave spin-singlet pairing.

**A four-cell example.** For the Kitaev chain defined at the end, with N = 4, μ = 3, t = 1, pairing 2 and k = 1,

H(1) = [[−3, −4i], [4i, 3]],  H(−1) = [[−3, 4i], [−4i, 3]].

The normalised vector (1, 2i)/√5 has energy 5 at k = 1; its partner (−2i, 1)/√5 has energy −5 at k = −1.

**Real hoppings.** Omitting S and the minus sign, the same argument shows that every H_r is real exactly when conj(H(k)) = H(−k) for all k.

In mean-field superconductivity, for non-interacting quasiparticles on such a ring, the equivalence lets one check the symmetry of a model in either representation.

## Matrices, phases and the Bloch sum in Lean

The finite type `n` labels orbitals, and `n ⊕ n` labels particle and hole components.

```lean
import Mathlib

open Matrix
open scoped ComplexConjugate

namespace MomentumParticleHole

noncomputable section

variable {n m : Type*} [Fintype n] [DecidableEq n] {N : ℕ} [NeZero N]
```

The swap has identity matrices off the diagonal.

```lean
/-- The block swap `S`, which exchanges the particle and hole components. -/
def blockSwap : Matrix (n ⊕ n) (n ⊕ n) ℂ := fromBlocks 0 1 1 0
```

Conjugation of an operator and of a state are separate definitions.

```lean
/-- Particle-hole conjugation of a matrix, `S conj(M) S`. -/
def phConj (M : Matrix (n ⊕ n) (n ⊕ n) ℂ) : Matrix (n ⊕ n) (n ⊕ n) ℂ :=
  blockSwap * M.map (starRingEnd ℂ) * blockSwap

/-- Particle-hole conjugation of a state, `S conj(v)`. -/
def phVec (v : n ⊕ n → ℂ) : n ⊕ n → ℂ := blockSwap *ᵥ fun i => conj (v i)
```

The exponential uses the representatives 0, …, N−1 of k and r.

```lean
/-- The plane-wave factor `exp(-2πi k r / N)` on a ring of `N` cells. -/
def phase (k r : ZMod N) : ℂ :=
  Complex.exp (-(2 * (Real.pi : ℂ) * Complex.I * (k.val : ℂ) * (r.val : ℂ) / (N : ℂ)))
```

`bloch` accepts any index type `m` and does not assume Hermiticity.

```lean
/-- The Bloch Hamiltonian `H(k) = ∑ r, exp(-2πi k r / N) H_r`. -/
def bloch (H : ZMod N → Matrix m m ℂ) (k : ZMod N) : Matrix m m ℂ :=
  ∑ r, phase k r • H r
```

## Conjugation and Fourier inversion

Checking the four blocks gives (S conj(M) S)_ij = conj(M_īj̄).

```lean
omit [NeZero N] in
/-- Entrywise, particle-hole conjugation swaps both indices and conjugates. -/
theorem phConj_apply (M : Matrix (n ⊕ n) (n ⊕ n) ℂ) (i j : n ⊕ n) :
    phConj M i j = conj (M i.swap j.swap) := by
  rcases i with i | i <;> rcases j with j | j <;>
    simp [phConj, blockSwap, Matrix.mul_apply, Fintype.sum_sum_type, Matrix.one_apply]
```

The next lemma identifies the phase with a value of the standard character of Z/N. Reversing k is then a character identity, even though, for k ≠ 0, the representative of −k is not minus that of k.

```lean
/-- Complex conjugation of a plane-wave factor reverses the momentum, and the factor is the value of
the standard additive character of `ZMod N` at `-(k * r)`. -/
theorem conj_phase (k r : ZMod N) : conj (phase k r) = phase (-k) r ∧
    phase k r = ZMod.stdAddChar (-(k * r)) := by
  -- the explicit exponential is a value of the standard character of Z/N
  have hp : ∀ q : ZMod N, phase q r = ZMod.stdAddChar (-(q * r)) := by
    intro q
    have h := ZMod.stdAddChar_coe (N := N) (-((q.val : ℤ) * (r.val : ℤ)))
    have e : ((-((q.val : ℤ) * (r.val : ℤ)) : ℤ) : ZMod N) = -(q * r) := by simp
    rw [e] at h
    rw [h, phase]
    congr 1
    push_cast
    ring
  have hc : ∀ x : ZMod N, (ZMod.stdAddChar (-x) : ℂ) = conj (ZMod.stdAddChar x : ℂ) := by
    intro x
    rw [ZMod.stdAddChar_apply, ZMod.stdAddChar_apply, AddChar.map_neg_eq_inv,
      Circle.coe_inv_eq_conj]
  refine ⟨?_, hp k⟩
  rw [hp k, hp (-k), neg_mul]
  exact (hc _).symm
```

The character-sum theorem `AddChar.sum_mulShift` takes the place of the geometric series.

```lean
/-- Summed over momenta `k`, `conj (phase k r) * phase k s` gives `N` if `r = s` and zero otherwise.
-/
theorem phase_orthogonality (r s : ZMod N) :
    ∑ k : ZMod N, conj (phase k r) * phase k s = if r = s then (N : ℂ) else 0 := by
  have h := AddChar.sum_mulShift (r - s) (ZMod.isPrimitive_stdAddChar N)
  calc ∑ k : ZMod N, conj (phase k r) * phase k s
      = ∑ k : ZMod N, (ZMod.stdAddChar (k * (r - s)) : ℂ) := by
        refine Finset.sum_congr rfl fun k _ => ?_
        rw [(conj_phase k r).1, (conj_phase (-k) r).2, (conj_phase k s).2,
          ← AddChar.map_add_eq_mul]
        congr 1
        ring
    _ = if r = s then (N : ℂ) else 0 := by
        rw [h]
        by_cases hrs : r = s <;> simp [hrs, sub_eq_zero, ZMod.card]
```

Exchanging the two sums and applying orthogonality proves (2).

```lean
/-- The hopping matrices are recovered from the Bloch Hamiltonian by the inverse
Fourier sum. -/
theorem bloch_inversion (H : ZMod N → Matrix m m ℂ) (r : ZMod N) :
    (N : ℂ)⁻¹ • ∑ k, conj (phase k r) • bloch H k = H r := by
  have h : ∑ k, conj (phase k r) • bloch H k = (N : ℂ) • H r := by
    simp only [bloch, Finset.smul_sum, smul_smul]
    rw [Finset.sum_comm]
    simp only [← Finset.sum_smul, phase_orthogonality, ite_smul, zero_smul,
      Finset.sum_ite_eq, Finset.mem_univ, if_true]
  rw [h, smul_smul, inv_mul_cancel₀ (Nat.cast_ne_zero.mpr (NeZero.ne N)), one_smul]
```

Equation (1) follows entry by entry.

```lean
/-- Particle-hole conjugation of `H(k)` is the Bloch sum of the conjugated hopping
matrices at momentum `-k`. -/
theorem phConj_bloch (H : ZMod N → Matrix (n ⊕ n) (n ⊕ n) ℂ) (k : ZMod N) :
    phConj (bloch H k) = bloch (fun r => phConj (H r)) (-k) := by
  ext i j
  simp only [phConj_apply, bloch, Matrix.sum_apply, Matrix.smul_apply, smul_eq_mul,
    map_sum, map_mul, (conj_phase _ _).1]
```

## The equivalence

`particleHole_iff` is the claim for arbitrary complex hoppings. The forward direction rewrites with (1). In the converse, `hb` is the equality of Bloch sums, and the final calculation applies inversion to both families.

```lean
/-- Particle-hole symmetry of all hopping matrices is equivalent to
`S conj(H(k)) S = -H(-k)` at all momenta. -/
theorem particleHole_iff (H : ZMod N → Matrix (n ⊕ n) (n ⊕ n) ℂ) :
    (∀ r, phConj (H r) = -H r) ↔ ∀ k, phConj (bloch H k) = -bloch H (-k) := by
  constructor
  · intro h k
    rw [phConj_bloch]
    simp [bloch, h]
  · intro h r
    -- the two families of hoppings have the same Bloch sums
    have hb : ∀ q, bloch (fun s => phConj (H s)) q = bloch (fun s => -H s) q := by
      intro q
      have hq := h (-q)
      rw [phConj_bloch, neg_neg] at hq
      rw [hq]
      simp [bloch]
    calc phConj (H r)
        = (N : ℂ)⁻¹ • ∑ k, conj (phase k r) • bloch (fun s => phConj (H s)) k :=
          (bloch_inversion (fun s => phConj (H s)) r).symm
      _ = (N : ℂ)⁻¹ • ∑ k, conj (phase k r) • bloch (fun s => -H s) k := by
          simp only [hb]
      _ = -H r := bloch_inversion (fun s => -H s) r
```

## Partner states and antisymmetry of the pairing

Here the symmetry is the hypothesis `hS`. Physically it expresses the redundancy of describing fermions by annihilation and creation operators together; the file assumes it and does not derive it from anticommutation relations. `E` may be complex. In the proof, `hact` is the identity S conj(H(k)) S S conj(v) = S conj(H(k)v).

```lean
/-- With particle-hole symmetric hoppings, an eigenvector `v` of `H(k)` with eigenvalue `E`
gives the eigenvector `S conj(v)` of `H(-k)` with eigenvalue `-conj(E)`. -/
theorem eigenvector_partner (H : ZMod N → Matrix (n ⊕ n) (n ⊕ n) ℂ)
    (hS : ∀ r, phConj (H r) = -H r) (k : ZMod N) (v : n ⊕ n → ℂ) (E : ℂ)
    (hv : v ≠ 0) (hE : bloch H k *ᵥ v = E • v) :
    phVec v ≠ 0 ∧ bloch H (-k) *ᵥ phVec v = (-conj E) • phVec v := by
  have hvec : ∀ (w : n ⊕ n → ℂ) (i : n ⊕ n), phVec w i = conj (w i.swap) := by
    intro w i
    rcases i with i | i <;>
      simp [phVec, blockSwap, Matrix.mulVec, dotProduct, Fintype.sum_sum_type,
        Matrix.one_apply]
  constructor
  · intro h0
    apply hv
    ext i
    have hi := congrFun h0 i.swap
    rw [hvec, Sum.swap_swap] at hi
    simpa using hi
  · have hsq : (blockSwap : Matrix (n ⊕ n) (n ⊕ n) ℂ) * blockSwap = 1 := by
      simp [blockSwap, fromBlocks_multiply]
    have hc : (bloch H k).map (starRingEnd ℂ) *ᵥ (fun i => conj (v i))
        = fun i => conj ((bloch H k *ᵥ v) i) := by
      ext i
      simp [Matrix.mulVec, dotProduct]
    -- conjugating operator and state together conjugates the result
    have hact : phConj (bloch H k) *ᵥ phVec v = phVec (bloch H k *ᵥ v) := by
      unfold phConj phVec
      rw [Matrix.mulVec_mulVec, Matrix.mul_assoc, hsq, Matrix.mul_one,
        ← Matrix.mulVec_mulVec, hc]
    rw [(particleHole_iff H).1 hS k, Matrix.neg_mulVec, hE] at hact
    rw [← neg_neg (bloch H (-k) *ᵥ phVec v), hact]
    ext i
    simp [hvec]
```

The further hypothesis `hH` says that each hopping process is accompanied by its Hermitian reverse. The step `herm` relabels the sum, and `h1` and `h2` compare the relevant entries.

```lean
/-- For particle-hole symmetric hoppings with `H_{-r} = H_r†` the pairing block obeys `Δ(k)ᵀ =
-Δ(-k)`. -/
theorem pairing_antisymmetry (H : ZMod N → Matrix (n ⊕ n) (n ⊕ n) ℂ)
    (hS : ∀ r, phConj (H r) = -H r) (hH : ∀ r, H (-r) = (H r)ᴴ) (k : ZMod N) :
    (bloch H k).toBlocks₁₂ᵀ = -(bloch H (-k)).toBlocks₁₂ := by
  -- the hypothesis `hH` makes the Bloch matrix Hermitian, by relabelling r as -r
  have herm : (bloch H k)ᴴ = bloch H k := by
    unfold bloch
    rw [Matrix.conjTranspose_sum, ← Equiv.sum_comp (Equiv.neg (ZMod N))
      (fun r => phase k r • H r)]
    refine Finset.sum_congr rfl fun r _ => ?_
    have hp : phase k (-r) = conj (phase k r) := by
      rw [(conj_phase k r).1, (conj_phase k (-r)).2, (conj_phase (-k) r).2]
      congr 1
      ring
    rw [Matrix.conjTranspose_smul, Equiv.neg_apply, hH, hp]
    rfl
  ext i j
  have h1 := congrFun (congrFun ((particleHole_iff H).1 hS k) (Sum.inl i)) (Sum.inr j)
  rw [phConj_apply] at h1
  have h2 := congrFun (congrFun herm (Sum.inl j)) (Sum.inr i)
  exact h2.symm.trans h1
```

## The Kitaev chain

This chain has one orbital per cell and real chemical potential `μ`, hopping `t` and pairing `Δ`. The number `Δ` is the pairing amplitude between neighbouring cells; the pairing block of H(k) is Δ(k) = −2iΔ sin(2πk/N). For N = 1 or 2 the separations 1 and −1 coincide, and the pairing terms cancel.

```lean
/-- Hopping matrices of the Kitaev chain with chemical potential `μ`, hopping `t` and
nearest-neighbour pairing `Δ`. -/
def kitaevChain (μ t Δ : ℝ) (r : ZMod N) : Matrix (Unit ⊕ Unit) (Unit ⊕ Unit) ℂ :=
  let a : ℝ := (if r = 0 then -μ else 0) - (if r = 1 then t else 0)
    - (if r = -1 then t else 0)
  let b : ℝ := (if r = 1 then Δ else 0) - (if r = -1 then Δ else 0)
  fromBlocks (of fun _ _ => (a : ℂ)) (of fun _ _ => (b : ℂ))
    (of fun _ _ => (-b : ℂ)) (of fun _ _ => (-a : ℂ))
```

The last theorem verifies both `hS` and `hH` for this model, by comparing the entries of each block.

```lean
omit [NeZero N] in
/-- The hopping matrices of the Kitaev chain are particle-hole symmetric and satisfy `H_{-r} =
H_r†`. -/
theorem kitaevChain_witness (μ t Δ : ℝ) :
    (∀ r : ZMod N, phConj (kitaevChain μ t Δ r) = -kitaevChain μ t Δ r) ∧
    ∀ r : ZMod N, kitaevChain μ t Δ (-r) = (kitaevChain μ t Δ r)ᴴ := by
  constructor
  · intro r
    ext i j
    rw [phConj_apply]
    rcases i with i | i <;> rcases j with j | j <;>
      simp only [kitaevChain, Sum.swap_inl, Sum.swap_inr, Matrix.neg_apply,
        fromBlocks_apply₁₁, fromBlocks_apply₁₂, fromBlocks_apply₂₁, fromBlocks_apply₂₂,
        of_apply, map_neg, Complex.conj_ofReal, neg_neg]
  · intro r
    have h1 : (-r = 1) ↔ r = -1 := neg_eq_iff_eq_neg
    have h2 : (-r = -1) ↔ r = 1 := neg_inj
    ext i j
    rcases i with i | i <;> rcases j with j | j <;>
      simp only [kitaevChain, Matrix.conjTranspose_apply, fromBlocks_apply₁₁,
        fromBlocks_apply₁₂, fromBlocks_apply₂₁, fromBlocks_apply₂₂, of_apply, star_neg,
        Complex.star_def, Complex.conj_ofReal, neg_eq_zero, h1, h2] <;>
      push_cast <;> ring

end

end MomentumParticleHole
```

```lean
#print axioms MomentumParticleHole.particleHole_iff
#print axioms MomentumParticleHole.eigenvector_partner
#print axioms MomentumParticleHole.pairing_antisymmetry
```

```
'MomentumParticleHole.particleHole_iff' depends on axioms: [propext, Classical.choice, Quot.sound]
'MomentumParticleHole.eigenvector_partner' depends on axioms: [propext, Classical.choice, Quot.sound]
'MomentumParticleHole.pairing_antisymmetry' depends on axioms: [propext, Classical.choice, Quot.sound]
```
